# The sum over an infinite chain of phases exp(inφ) damped by exp(−g|n|) is sinh g/(cosh g − cos φ) for g > 0

The theorem `hasSum_lineShape` concerns an infinite one-dimensional lattice in which site n contributes the amplitude exp(inφ − g|n|), with a real phase φ per site and a real damping g > 0 per site. It states that the sum of these amplitudes over all integers n converges to sinh g/(cosh g − cos φ). The sum is not normalised: the site n = 0 contributes exactly 1. The proof splits the lattice into the sites n ≥ 0 and n < 0, sums each part as a geometric series whose ratio has norm exp(−g) < 1, and adds the two closed forms.

As first written in Lean, the proof fails:

```lean
import Mathlib

open MeasureTheory ProbabilityTheory Filter Topology
open scoped NNReal

namespace HasSumLineShape

noncomputable section

/-- The line shape `sinh g / (cosh g - cos φ)`, for `g ≠ 0` or `cos φ ≠ 1`. -/
def lineShape (g φ : ℝ) : ℝ := Real.sinh g / (Real.cosh g - Real.cos φ)

/-- For `g > 0` the denominator of the line shape is positive at every phase. -/
theorem denominator_pos {g : ℝ} (hg : 0 < g) (φ : ℝ) : 0 < Real.cosh g - Real.cos φ := by
  have h1 := Real.one_lt_cosh.2 hg.ne'
  linarith [Real.cos_le_one φ]

/-- For `g > 0` the lattice sum of `exp (i n φ - g |n|)` over all integers `n` converges to
the line shape. -/
theorem hasSum_lineShape {g : ℝ} (hg : 0 < g) (φ : ℝ) :
    HasSum (fun n : ℤ => Complex.exp (n * (φ : ℂ) * Complex.I - (g : ℂ) * n.natAbs))
      (lineShape g φ : ℂ) := by
  have he : ‖Complex.exp (-(g : ℂ))‖ < 1 := by
    rw [Complex.norm_exp, show (-(g : ℂ)).re = -g by simp]
    exact Real.exp_lt_one (by linarith)
  have hv : ‖Complex.exp (-(φ : ℂ) * Complex.I)‖ = 1 := by
    have h := Complex.norm_exp_ofReal_mul_I (-φ)
    rwa [Complex.ofReal_neg] at h
  have hz : ‖Complex.exp (-(g : ℂ)) * Complex.exp ((φ : ℂ) * Complex.I)‖ < 1 := by
    rw [norm_mul, Complex.norm_exp_ofReal_mul_I, mul_one]
    exact he
  have hw : ‖Complex.exp (-(g : ℂ)) * Complex.exp (-(φ : ℂ) * Complex.I)‖ < 1 := by
    rw [norm_mul, hv, mul_one]
    exact he
  -- atoms to the right: a geometric series
  have hpos : ∀ n : ℕ, Complex.exp (((n : ℤ) : ℂ) * (φ : ℂ) * Complex.I
      - (g : ℂ) * ((n : ℤ).natAbs : ℂ)) =
      (Complex.exp (-(g : ℂ)) * Complex.exp ((φ : ℂ) * Complex.I)) ^ n := by
    intro n
    rw [Int.natAbs_natCast, ← Complex.exp_add, ← Complex.exp_nat_mul]
    congr 1
    push_cast
    ring
  -- atoms to the left: the conjugate series without its first term
  have hneg : ∀ n : ℕ, Complex.exp (((-((n : ℤ) + 1) : ℤ) : ℂ) * (φ : ℂ) * Complex.I
      - (g : ℂ) * ((-((n : ℤ) + 1)).natAbs : ℂ)) =
      (Complex.exp (-(g : ℂ)) * Complex.exp (-(φ : ℂ) * Complex.I)) *
      (Complex.exp (-(g : ℂ)) * Complex.exp (-(φ : ℂ) * Complex.I)) ^ n := by
    intro n
    have hn : (-((n : ℤ) + 1)).natAbs = n + 1 := by omega
    rw [hn, ← pow_succ', ← Complex.exp_add, ← Complex.exp_nat_mul]
    congr 1
    push_cast
    ring
  have A := hasSum_geometric_of_norm_lt_one hz
  have B := (hasSum_geometric_of_norm_lt_one hw).mul_left
    (Complex.exp (-(g : ℂ)) * Complex.exp (-(φ : ℂ) * Complex.I))
  simp only [← hpos] at A
  simp only [← hneg] at B
  have hsum := HasSum.of_nat_of_neg_add_one
    (f := fun n : ℤ => Complex.exp (n * (φ : ℂ) * Complex.I - (g : ℂ) * n.natAbs)) A B
  convert hsum using 1
  -- add the two closed forms
  have hD : Complex.cosh (g : ℂ) - Complex.cos (φ : ℂ) ≠ 0 := by
    exact_mod_cast (denominator_pos hg φ).ne'
  have h1 : 1 - Complex.exp (-(g : ℂ)) * Complex.exp ((φ : ℂ) * Complex.I) ≠ 0 := by
    intro h
    rw [← sub_eq_zero.1 h, norm_one] at hz
    exact lt_irrefl _ hz
  have h2 : 1 - Complex.exp (-(g : ℂ)) * Complex.exp (-(φ : ℂ) * Complex.I) ≠ 0 := by
    intro h
    rw [← sub_eq_zero.1 h, norm_one] at hw
    exact lt_irrefl _ hw
  have hE : Complex.exp (g : ℂ) * Complex.exp (-(g : ℂ)) = 1 := by
    rw [← Complex.exp_add, add_neg_cancel, Complex.exp_zero]
  have hU : Complex.exp ((φ : ℂ) * Complex.I) * Complex.exp (-(φ : ℂ) * Complex.I) = 1 := by
    rw [← Complex.exp_add, neg_mul, add_neg_cancel, Complex.exp_zero]
  have hS := Complex.two_sinh (g : ℂ)
  have hC := Complex.two_cosh (g : ℂ)
  have hc := Complex.two_cos (φ : ℂ)
  rw [lineShape, Complex.ofReal_div, Complex.ofReal_sub, Complex.ofReal_sinh,
    Complex.ofReal_cosh, Complex.ofReal_cos]
  generalize Complex.exp ((φ : ℂ) * Complex.I) = u at *
  generalize Complex.exp (-(φ : ℂ) * Complex.I) = v at *
  generalize Complex.exp (-(g : ℂ)) = e at *
  have hQ : Complex.sinh (g : ℂ) * (2 * e) = 1 - (e * u) * (e * v) := by
    linear_combination e * hS + hE + e ^ 2 * hU
  have hP : (Complex.cosh (g : ℂ) - Complex.cos (φ : ℂ)) * (2 * e) =
      (1 - e * u) * (1 - e * v) := by
    linear_combination e * hC - e * hc + hE - e ^ 2 * hU
  have hR : (1 - e * u)⁻¹ + e * v * (1 - e * v)⁻¹ =
      (1 - (e * u) * (e * v)) / ((1 - e * u) * (1 - e * v)) := by
    rw [eq_div_iff (mul_ne_zero h1 h2)]
    linear_combination (1 - e * v) * inv_mul_cancel₀ h1
      + e * v * (1 - e * u) * inv_mul_cancel₀ h2
  rw [hR, div_eq_div_iff hD (mul_ne_zero h1 h2)]
  linear_combination (Complex.cosh (g : ℂ) - Complex.cos (φ : ℂ)) * hQ
    - Complex.sinh (g : ℂ) * hP

end

end HasSumLineShape
```

Lean reports:

```
Main.lean:25:10: error(lean.unknownIdentifier): Unknown constant `Real.exp_lt_one`
```

Lean accepts the file once it reads:

```diff
@@ -23,5 +23,5 @@
   have he : ‖Complex.exp (-(g : ℂ))‖ < 1 := by
     rw [Complex.norm_exp, show (-(g : ℂ)).re = -g by simp]
-    exact Real.exp_lt_one (by linarith)
+    exact Real.exp_lt_one_iff.2 (by linarith)
   have hv : ‖Complex.exp (-(φ : ℂ) * Complex.I)‖ = 1 := by
     have h := Complex.norm_exp_ofReal_mul_I (-φ)
```

The message says that Lean finds no constant called `Real.exp_lt_one`. The name is used in the proof of `he`, the bound on the norm of `Complex.exp (-(g : ℂ))` from which both geometric ratios are shown to have norm below 1. By that line the rewrite has reduced the goal to `Real.exp (-g) < 1`, which is true because g > 0; only the lemma cited for it is missing.

The repair uses `Real.exp_lt_one_iff`, which states that the exponential of a real number is less than 1 exactly when that number is negative. Since this is an equivalence, `.2` is needed to take the direction from `-g < 0` to `Real.exp (-g) < 1`. The argument `by linarith` is kept, and proves `-g < 0` from `hg`. Nothing else in the file changes.
